# With positive kinetic energy, a positive scale minimises a trial state's energy exactly when the virial condition holds

A trial state is represented here only by three real numbers: its kinetic energy T, nuclear attraction strength A and electron repulsion R at unit scale, so that its energy at scale x is x²T − xA + xR. The theorem `optimal_iff` says that, if T > 0, a scale x gives the lowest energy among all positive scales exactly when x > 0 and 2xT = A − R. For positive x this is the virial condition, that twice the kinetic energy equals minus the potential energy. The forward direction is taken from `optimal_balance`; for the converse, the attempt completes the square, showing that the energy at y exceeds that at x by T(y − x)², which is never negative.

Lean 4 with Mathlib refuses this proof:

```lean
import Mathlib

namespace HundVirial

noncomputable section

/-- The energies of a trial state at unit scale: kinetic energy `kin`, strength `att` of the
nuclear attraction (which enters the energy with a minus sign), and electron repulsion `rep`. -/
structure TrialState where
  kin : ℝ
  att : ℝ
  rep : ℝ

namespace TrialState

/-- Kinetic energy of the state scaled by `x`. -/
def kinetic (S : TrialState) (x : ℝ) : ℝ := x ^ 2 * S.kin

/-- Nuclear attraction energy of the state scaled by `x`. -/
def attraction (S : TrialState) (x : ℝ) : ℝ := -(x * S.att)

/-- Electron repulsion energy of the state scaled by `x`. -/
def repulsion (S : TrialState) (x : ℝ) : ℝ := x * S.rep

/-- Total potential energy of the state scaled by `x`. -/
def potential (S : TrialState) (x : ℝ) : ℝ := S.attraction x + S.repulsion x

/-- Total energy of the state scaled by `x`. -/
def energy (S : TrialState) (x : ℝ) : ℝ := S.kinetic x + S.potential x

/-- The scale `x` is optimal: it is positive and no positive scale gives a lower energy. -/
def Optimal (S : TrialState) (x : ℝ) : Prop :=
  0 < x ∧ ∀ y, 0 < y → S.energy x ≤ S.energy y

end TrialState

open TrialState

/-- At an optimal scale the energy is stationary: `2 x T` equals attraction strength minus
repulsion at unit scale. -/
theorem optimal_balance {S : TrialState} {x : ℝ} (hx : S.Optimal x) :
    2 * x * S.kin = S.att - S.rep := by
  have hmin : IsLocalMin S.energy x :=
    Filter.mem_of_superset (Ioi_mem_nhds hx.1) (fun y hy => hx.2 y hy)
  have hfun : S.energy = fun y => y ^ 2 * S.kin + y * (S.rep - S.att) := by
    funext y
    simp only [energy, kinetic, potential, attraction, repulsion]
    ring
  have hder : HasDerivAt S.energy (2 * x * S.kin + (S.rep - S.att)) x := by
    rw [hfun]
    have h1 := (hasDerivAt_pow 2 x).mul_const S.kin
    have h2 := (hasDerivAt_id' x).mul_const (S.rep - S.att)
    exact (h1.fun_add h2).congr_deriv (by norm_num)
  -- the derivative vanishes at an interior minimum
  have h0 := hmin.hasDerivAt_eq_zero hder
  linarith

/-- For positive kinetic energy, a positive scale is optimal exactly when it satisfies the
stationarity condition. -/
theorem optimal_iff {S : TrialState} (hT : 0 < S.kin) (x : ℝ) :
    S.Optimal x ↔ 0 < x ∧ 2 * x * S.kin = S.att - S.rep := by
  constructor
  · intro hx
    exact ⟨hx.1, optimal_balance hx⟩
  · rintro ⟨hx, hb⟩
    refine ⟨hx, fun y _ => ?_⟩
    -- completing the square
    have hsq : S.energy y - S.energy x = S.kin * (y - x) ^ 2 := by
      simp only [energy, kinetic, potential, attraction, repulsion]
      linear_combination (x - y) * hb
    have hnn : 0 ≤ S.kin * (y - x) ^ 2 := by positivity
    linarith

end

end HundVirial
```

The error:

```
Main.lean:70:6: error: ring failed, ring expressions not equal
S : TrialState
hT : 0 < S.kin
x : ℝ
hx : 0 < x
hb : 2 * x * S.kin = S.att - S.rep
y : ℝ
x✝ : 0 < y
⊢ y * S.kin * x * 4 - y * S.att * 2 + y * S.rep * 2 - S.kin * x ^ 2 * 4 + S.att * x * 2 - S.rep * x * 2 = 0
```

Cause. The error "ring failed, ring expressions not equal" comes from the `linear_combination` step that proves `hsq`. This tactic subtracts the stated multiple of `hb` from the goal, left side minus right side in each, and asks `ring1` to check that the result is identically zero.

In the goal, left minus right is (y − x)(2xT − A + R), while in `hb` it is 2xT − A + R. The coefficient must therefore be `y - x`. The attempt gave `x - y`, which has the wrong sign, so the two terms added instead of cancelling. The expression left in the message is just 2(y − x)(2xT − A + R), twice what should have been removed.

The equation `hsq` itself was correct, and `hb` was enough to prove it. The diff's only change is to turn the coefficient into `(y - x)`, after which the difference is identically zero and the check succeeds.

As a diff, the version that Lean accepts:

```diff
@@ -68,5 +68,5 @@
     have hsq : S.energy y - S.energy x = S.kin * (y - x) ^ 2 := by
       simp only [energy, kinetic, potential, attraction, repulsion]
-      linear_combination (x - y) * hb
+      linear_combination (y - x) * hb
     have hnn : 0 ≤ S.kin * (y - x) ^ 2 := by positivity
     linarith
```
